# Hopping phases on a ring are gauge-equivalent exactly when their products around the ring agree

To find the energy levels of a tight-binding ring in a magnetic field, with one orbital per site and the same hopping amplitude between all neighbours, one can replace the hopping phases obtained from a particular vector potential by a single phase \(e^{i\Phi/N}\) on each of the \(N\) bonds, where \(e^{i\Phi}\) is the product of the original phases. If the on-site energies are all equal, the Hamiltonian then looks the same from every site. The replacement is legitimate because a change of phase at each site can turn one set of unit hopping phases into another whenever the two products around the ring are equal. For non-interacting particles on one such ring, with fixed on-site energies and hopping amplitude, the levels therefore depend on the hopping phases only through that product.

## The ring and its flux factor

Label the sites \(0,1,\dots,n\), so that \(N=n+1\) and a ring always has at least one site. In Lean the sites form the type `Fin (n + 1)`, whose addition is cyclic: \(n+1\) as a site is site \(0\). The last bond, which closes the ring, thus needs no separate notation.

```lean
import Mathlib

open scoped ComplexConjugate

namespace RingFluxGauge

noncomputable section

variable {n : ℕ}
```

Bond \(j\) runs from site \(j\) to site \(j+1\) and carries a complex number \(u_j\) with \(|u_j|=1\). For a particle of charge \(q\) in a vector potential \(\mathbf A\), the usual Peierls choice is

\[
u_j=\exp\Big(\frac{iq}{\hbar}\int_{j}^{j+1}\mathbf A\cdot d\mathbf l\Big).
\]

The product around the ring is then

\[
F(u)=\prod_{j=0}^{n}u_j=\exp\Big(\frac{iq}{\hbar}\oint\mathbf A\cdot d\mathbf l\Big),
\]

which is fixed by the enclosed magnetic flux. The Lean code takes the phases as given and does not derive them from a field. Mathlib's type `Circle` is the group of complex numbers of modulus one, so the condition \(|u_j|=1\) is part of the type, and `flux` is the factor \(F(u)\), not an angle. It determines the angle \(\Phi\) only up to multiples of \(2\pi\).

```lean
/-- The flux factor of a ring of `n + 1` sites: the product of the hopping phases
on all bonds `j → j + 1`. -/
def flux (u : Fin (n + 1) → Circle) : Circle := ∏ j, u j
```

## Changing the phase at each site

Multiply the wave-function amplitude at site \(j\) by a unit complex number \(g_j\). A hop from \(j\) to \(j+1\) must then remove the factor \(g_j\) at its start and supply the factor \(g_{j+1}\) at its end, so the hopping phase becomes

\[
w_j=g_{j+1}\,u_j\,\overline{g_j}.
\]

`GaugeRelated g u w` says that this holds on every bond, including the closing one, where it reads \(w_n=g_0u_n\overline{g_n}\). The equation is stated between complex numbers, with `conj` for the complex conjugate.

```lean
/-- The site phases `g` transform the hopping phases `u` into `w`:
on every bond, `w_j = g_(j+1) u_j conj(g_j)`. -/
def GaugeRelated (g u w : Fin (n + 1) → Circle) : Prop :=
  ∀ j, (w j : ℂ) = g (j + 1) * u j * conj (g j : ℂ)
```

## The Hamiltonian with disorder on the sites

Let \(V_a\) be the real on-site energies and \(t\) the real hopping amplitude, the same on all bonds. The matrix element from site \(b\) to site \(a\) is

\[
H_{ab}(u)=V_a\,\delta_{a,b}-t\left(u_b\,\delta_{a,b+1}+\overline{u_a}\,\delta_{b,a+1}\right).
\]

The second term hops forward along a bond and the third hops back, which makes the matrix Hermitian. The on-site energies are arbitrary, so disorder is allowed. There is one orbital per site, without spin or interactions, and hopping joins neighbours only.

The two hopping terms are added, which gives sensible matrices for the smallest rings as well. With two sites, both bonds join the same pair and \(H_{10}=-t(u_0+\overline{u_1})\). With one site, the bond returns to its start and \(H_{00}=V_0-t(u_0+\overline{u_0})\).

```lean
/-- The tight-binding Hamiltonian of the ring, with on-site energies `V`, hopping
amplitude `t` and hopping phases `u`. -/
def hamiltonian (V : Fin (n + 1) → ℝ) (t : ℝ) (u : Fin (n + 1) → Circle) :
    Matrix (Fin (n + 1)) (Fin (n + 1)) ℂ :=
  Matrix.of fun a b => (if a = b then (V a : ℂ) else 0) -
    (t : ℂ) * ((if a = b + 1 then (u b : ℂ) else 0) +
      (if b = a + 1 then conj (u a : ℂ) else 0))
```

## Conjugates as inverses

Since \(g_j\overline{g_j}=|g_j|^2=1\), the conjugate of a phase is its inverse, and the gauge relation becomes

\[
w_j=g_{j+1}\,u_j\,g_j^{-1}.
\]

This is an equation in a commutative group, where products can be rearranged and cancelled freely. The proof passes between the two forms with `Circle.coe_inv_eq_conj`; `Circle.ext` adds that two phases are equal if they are equal as complex numbers.

```lean
/-- The gauge relation can be written in the group of phases, with the inverse phase
in place of the complex conjugate. -/
theorem gaugeRelated_iff (g u w : Fin (n + 1) → Circle) :
    GaugeRelated g u w ↔ ∀ j, w j = g (j + 1) * u j * (g j)⁻¹ := by
  constructor
  · intro h j
    apply Circle.ext
    rw [h j, Circle.coe_mul, Circle.coe_mul, Circle.coe_inv_eq_conj]
  · intro h j
    rw [h j, Circle.coe_mul, Circle.coe_mul, Circle.coe_inv_eq_conj]
```

## A gauge transformation preserves the product

Multiply the relation over all bonds:

\[
\prod_j w_j=\Big(\prod_j g_{j+1}\Big)\Big(\prod_j u_j\Big)\Big(\prod_j g_j\Big)^{-1}.
\]

As \(j\) goes once around the ring, so does \(j+1\). The first and last factors therefore contain the same site phases and cancel, which leaves \(F(w)=F(u)\).

In the proof, `shift` is the statement \(\prod_j g_{j+1}=\prod_j g_j\). It holds because adding \(1\) is a permutation of the sites. The final rewriting splits the product into its three factors and cancels.

```lean
/-- A gauge transformation leaves the flux factor of the ring unchanged. -/
theorem flux_eq_of_gaugeRelated {g u w : Fin (n + 1) → Circle}
    (h : GaugeRelated g u w) : flux u = flux w := by
  rw [gaugeRelated_iff] at h
  -- going once around the ring, the shifted site phases are the same site phases
  have shift : ∏ j, g (j + 1) = ∏ j, g j :=
    Equiv.prod_comp (Equiv.addRight (1 : Fin (n + 1))) g
  unfold flux
  rw [Finset.prod_congr rfl (fun j _ => h j), Finset.prod_mul_distrib,
    Finset.prod_mul_distrib, Finset.prod_inv_distrib, shift,
    mul_comm (∏ j, g j) (∏ j, u j), mul_inv_cancel_right]
```

## Equal products suffice

For the converse, suppose \(F(u)=F(w)\) and let \(a_k=w_ku_k^{-1}\) be the mismatch on bond \(k\). Start with \(g_0=1\) and collect the mismatches on the way round:

\[
g_j=\prod_{k=0}^{j-1}a_k .
\]

For \(j<n\) this gives \(g_{j+1}=a_jg_j\) at once. On the closing bond, \(j=n\), the next site is \(0\), so the required equation is \(g_0=a_ng_n\). It holds because

\[
a_ng_n=\prod_{k=0}^{n}a_k=F(w)F(u)^{-1}=1=g_0 .
\]

Hence \(g_{j+1}=a_jg_j\) on every bond, and

\[
g_{j+1}u_jg_j^{-1}=w_ju_j^{-1}g_ju_jg_j^{-1}=w_j .
\]

On a one-site ring only the closing bond exists; there \(g_0=1\), and equal products mean \(u_0=w_0\).

The Lean proof indexes the mismatches by natural numbers, so that partial products can be taken over `Finset.range`. The equation `tot` says that the full product is one, and `step` is \(g_{j+1}=a_jg_j\). Its case split separates the closing bond, where `tot` is used, from all the others. The theorem combines this construction with the preceding one into an equivalence.

```lean
/-- Two sets of hopping phases on a ring are related by a gauge transformation if and only if their
products around the ring agree. -/
theorem exists_gauge_iff_flux_eq (u w : Fin (n + 1) → Circle) :
    (∃ g, GaugeRelated g u w) ↔ flux u = flux w := by
  constructor
  · rintro ⟨g, hg⟩
    exact flux_eq_of_gaugeRelated hg
  · intro h
    unfold flux at h
    -- the phase mismatch on each bond, indexed by natural numbers
    obtain ⟨a, ha⟩ : ∃ a : ℕ → Circle, ∀ j : Fin (n + 1), a j = w j * (u j)⁻¹ :=
      ⟨fun k => if hk : k < n + 1 then w ⟨k, hk⟩ * (u ⟨k, hk⟩)⁻¹ else 1,
        fun j => dif_pos j.isLt⟩
    have tot : ∏ k ∈ Finset.range (n + 1), a k = 1 := by
      rw [Finset.prod_range, Finset.prod_congr rfl (fun j _ => ha j),
        Finset.prod_mul_distrib, Finset.prod_inv_distrib, ← h, mul_inv_cancel]
    -- accumulate the mismatch from site 0; equal flux closes the last bond
    have step : ∀ j : Fin (n + 1), ∏ k ∈ Finset.range (j + 1 : Fin (n + 1)).val, a k =
        w j * (u j)⁻¹ * ∏ k ∈ Finset.range j.val, a k := by
      intro j
      rw [Fin.val_add_one, ← ha j]
      split_ifs with hj
      · subst hj
        rw [Finset.prod_range_zero, Fin.val_last, mul_comm, ← Finset.prod_range_succ, tot]
      · rw [Finset.prod_range_succ, mul_comm]
    refine ⟨fun j => ∏ k ∈ Finset.range j.val, a k, ?_⟩
    rw [gaugeRelated_iff]
    intro j
    rw [step j, mul_right_comm (w j * (u j)⁻¹) _ (u j), inv_mul_cancel_right,
      mul_inv_cancel_right]
```

The restriction to unit phases matters here. On two sites, take bond factors \(u=(2,\tfrac12)\) and \(w=(1,1)\). Both products equal \(1\), but bond \(0\) would require \(1=2\,g_1\overline{g_0}\), whose right-hand side has modulus \(2\) for any unit \(g_0,g_1\). Changing the phases at the sites cannot alter the strength of a bond.

## What freedom remains in the site phases

Let \(g\) and \(g'\) both take \(u\) to \(w\), and set \(c=g'_0g_0^{-1}\), so that \(g'_0=cg_0\). Suppose \(g'_j=cg_j\) at some site \(j<n\). Both transformations give the same \(w_j\), so

\[
g_{j+1}u_jg_j^{-1}=g'_{j+1}u_j(cg_j)^{-1},
\]

and cancelling \(u_j\) and \(g_j\) leaves \(g'_{j+1}=cg_{j+1}\). By induction the same constant \(c\) relates the two at every site. They differ by a global phase.

The auxiliary statement `key` is this cancellation. `Fin.induction` walks from site \(0\) to site \(n\), and `hs` records that a step of this walk never crosses the closing bond.

```lean
/-- Two gauge transformations that take `u` to the same `w` differ only by a global
phase. -/
theorem gauge_unique_up_to_phase {g g' u w : Fin (n + 1) → Circle}
    (h : GaugeRelated g u w) (h' : GaugeRelated g' u w) :
    ∃ c : Circle, ∀ j, g' j = c * g j := by
  rw [gaugeRelated_iff] at h h'
  -- a common factor at one end of a bond is carried to the other end
  have key : ∀ x y x' c v : Circle,
      x * v * y⁻¹ = x' * v * (c * y)⁻¹ → x' = c * x := by
    intro x y x' c v e
    calc x' = x' * v * (c * y)⁻¹ * (c * y) * v⁻¹ := by
          rw [inv_mul_cancel_right, mul_inv_cancel_right]
      _ = x * v * y⁻¹ * (c * y) * v⁻¹ := by rw [← e]
      _ = c * x := by
          rw [mul_comm c y, ← mul_assoc (x * v * y⁻¹) y c, inv_mul_cancel_right,
            mul_right_comm (x * v) c v⁻¹, mul_inv_cancel_right, mul_comm]
  refine ⟨g' 0 * (g 0)⁻¹, fun j => ?_⟩
  induction j using Fin.induction with
  | zero => rw [inv_mul_cancel_right]
  | succ i ih =>
    have hs : i.castSucc + 1 = i.succ := by
      apply Fin.ext
      rw [Fin.val_add_one, if_neg (Fin.ne_of_lt (Fin.castSucc_lt_last i))]
      rfl
    have e := (h i.castSucc).symm.trans (h' i.castSucc)
    rw [hs, ih] at e
    exact key _ _ _ _ _ e
```

## The Hamiltonian changes by a diagonal unitary

Let \(G\) be the diagonal matrix with entries \(g_j\). The claim is

\[
H(w)=G\,H(u)\,G^\dagger,
\qquad\text{that is,}\qquad
H_{ab}(w)=g_a\,H_{ab}(u)\,\overline{g_b}.
\]

It can be checked for each of the three terms:

- On-site, \(a=b\): \(g_aV_a\overline{g_a}=V_a\).
- Forward hop, \(a=b+1\): \(g_{b+1}u_b\overline{g_b}=w_b\).
- Backward hop, \(b=a+1\): \(g_a\overline{u_a}\,\overline{g_{a+1}}=\overline{w_a}\).

These are `h1`, `h2` and `h3` in the proof, and `linear_combination` adds them with the coefficients they have in the Hamiltonian. Because the terms are treated separately, rings of one or two sites, where several of the conditions hold at once, need no special treatment. Lean writes \(G^\dagger\) as the diagonal matrix of conjugate phases.

```lean
/-- A gauge transformation of the hopping phases conjugates the Hamiltonian by the
diagonal matrix of site phases. -/
theorem hamiltonian_gauge (V : Fin (n + 1) → ℝ) (t : ℝ)
    {g u w : Fin (n + 1) → Circle} (h : GaugeRelated g u w) :
    hamiltonian V t w = Matrix.diagonal (fun j => (g j : ℂ)) * hamiltonian V t u *
      Matrix.diagonal (fun j => conj (g j : ℂ)) := by
  ext a b
  rw [Matrix.mul_diagonal, Matrix.diagonal_mul]
  simp only [hamiltonian, Matrix.of_apply]
  have hg : (g a : ℂ) * conj (g a : ℂ) = 1 := by
    rw [← Circle.coe_inv_eq_conj, ← Circle.coe_mul, mul_inv_cancel, Circle.coe_one]
  -- on-site energies, forward hopping and backward hopping transform separately
  have h1 : (if a = b then (V a : ℂ) else 0) =
      g a * (if a = b then (V a : ℂ) else 0) * conj (g b : ℂ) := by
    split_ifs with e
    · subst e
      linear_combination (-(V a : ℂ)) * hg
    · ring
  have h2 : (if a = b + 1 then (w b : ℂ) else 0) =
      g a * (if a = b + 1 then (u b : ℂ) else 0) * conj (g b : ℂ) := by
    split_ifs with e
    · rw [e, h b]
    · ring
  have h3 : (if b = a + 1 then conj (w a : ℂ) else 0) =
      g a * (if b = a + 1 then conj (u a : ℂ) else 0) * conj (g b : ℂ) := by
    split_ifs with e
    · rw [e, h a, map_mul, map_mul, Complex.conj_conj]
      ring
    · ring
  linear_combination h1 - (t : ℂ) * (h2 + h3)
```

## Equal flux factors give equal spectra

If \(F(u)=F(w)\), the equivalence supplies site phases \(g\), and the Hamiltonians are related as above. Write \(\chi_M\) for the characteristic polynomial of a matrix \(M\). Since \(\chi_{AB}=\chi_{BA}\) for square matrices \(A\) and \(B\),

\[
\chi_{H(w)}=\chi_{G\,(H(u)G^\dagger)}=\chi_{H(u)G^\dagger G}=\chi_{H(u)} .
\]

The two rings therefore have the same energy levels with the same multiplicities, for any on-site energies \(V\), provided that \(V\) and \(t\) are the same in both. The implication goes one way: the theorem does not say that different flux factors give different spectra.

In Lean, `Matrix.charpoly_mul_comm` moves the left-hand phase matrix to the right, and `hone` says that the diagonal entries of \(G^\dagger G\) are all one.

```lean
/-- Rings with the same on-site energies, hopping amplitude and flux factor have
Hamiltonians with the same characteristic polynomial. -/
theorem charpoly_eq_of_flux_eq (V : Fin (n + 1) → ℝ) (t : ℝ)
    {u w : Fin (n + 1) → Circle} (h : flux u = flux w) :
    (hamiltonian V t w).charpoly = (hamiltonian V t u).charpoly := by
  obtain ⟨g, hg⟩ := (exists_gauge_iff_flux_eq u w).mpr h
  have hone : (fun j => conj (g j : ℂ) * (g j : ℂ)) = fun _ => 1 := by
    funext j
    rw [← Circle.coe_inv_eq_conj, ← Circle.coe_mul, inv_mul_cancel, Circle.coe_one]
  -- move the left phase matrix cyclically to the right, where it cancels
  rw [hamiltonian_gauge V t hg, mul_assoc, Matrix.charpoly_mul_comm, mul_assoc,
    Matrix.diagonal_mul_diagonal, hone, Matrix.diagonal_one, mul_one]
```

## Spreading the flux evenly over the bonds

Now let \(F(u)=e^{i\Phi}\) with \(\Phi\) real, and choose \(w_j=e^{i\Phi/(n+1)}\) on every bond. Then

\[
F(w)=\left(e^{i\Phi/(n+1)}\right)^{n+1}=e^{i\Phi}=F(u),
\]

so a gauge transformation from \(u\) to the uniform phases exists. This is the replacement described at the start, and the equality of characteristic polynomials shows that it leaves the levels unchanged.

The angle \(\Phi\) may be any real number that gives the right flux factor. Adding \(2\pi\) to it multiplies each uniform phase by \(e^{2\pi i/(n+1)}\), and the theorem covers both choices.

The proof first uses the equivalence to turn the existence of \(g\) into an equation between flux factors. The product of equal phases then becomes a power, and `Complex.exp_nat_mul` turns the power into a multiple of the exponent, where \(n+1\) cancels.

```lean
/-- If the flux factor is `exp(iΦ)`, a gauge transformation makes the hopping phase
equal to `exp(iΦ/(n+1))` on every bond. -/
theorem exists_uniform_gauge (u : Fin (n + 1) → Circle) (Φ : ℝ)
    (h : flux u = Circle.exp Φ) :
    ∃ g, GaugeRelated g u (fun _ => Circle.exp (Φ / ((n : ℝ) + 1))) := by
  rw [exists_gauge_iff_flux_eq, h]
  unfold flux
  rw [Finset.prod_const, Finset.card_univ, Fintype.card_fin]
  apply Circle.ext
  rw [Circle.coe_pow, Circle.coe_exp, Circle.coe_exp, ← Complex.exp_nat_mul]
  congr 1
  have hn : (n : ℂ) + 1 ≠ 0 := Nat.cast_add_one_ne_zero n
  push_cast
  field_simp

end

end RingFluxGauge
```

```lean
#print axioms RingFluxGauge.exists_gauge_iff_flux_eq
#print axioms RingFluxGauge.gauge_unique_up_to_phase
#print axioms RingFluxGauge.charpoly_eq_of_flux_eq
#print axioms RingFluxGauge.exists_uniform_gauge
```

```
'RingFluxGauge.exists_gauge_iff_flux_eq' depends on axioms: [propext, Classical.choice, Quot.sound]
'RingFluxGauge.gauge_unique_up_to_phase' depends on axioms: [propext, Classical.choice, Quot.sound]
'RingFluxGauge.charpoly_eq_of_flux_eq' depends on axioms: [propext, Classical.choice, Quot.sound]
'RingFluxGauge.exists_uniform_gauge' depends on axioms: [propext, Classical.choice, Quot.sound]
```
